# The subtracted, dimensionless zero-point integral of the dilute Bose gas equals $8\sqrt2/15$ and fixes the Lee–Huang–Yang coefficient $128/(15\sqrt\pi)$

## Does the Bogoliubov zero-point integral give exactly $128/(15\sqrt\pi)$?

If the zero-point energy of a dilute Bose gas is summed without its second-order Born term, it diverges linearly with the momentum cutoff. If the term is there but the remaining integral is evaluated wrongly, a diffusion Monte Carlo energy at small $na^3$ gets compared with a wrong reference. I have seen the claim that

$$\int_0^\infty x^2\left(\sqrt{x^4+2x^2}-x^2-1+\frac1{2x^2}\right)dx=\frac{8\sqrt2}{15},$$

and that this number produces the factor $128/(15\sqrt\pi)$ in front of $\sqrt{na^3}$. Can both the convergence and the value be proved rigorously, with a machine-checked proof that goes all the way to the energy density?

## Yes, because the integrand has an elementary primitive

### From the integral to the energy

Write $f(x)$ for the integrand and $s=\sqrt{x^2+2}$. For $x>0$ we have $\sqrt{x^4+2x^2}=xs$, so

$$f(x)=x^3s-x^4-x^2+\tfrac12 .$$

A primitive is

$$F(x)=\frac{s\,(3x^4+2x^2-8)}{15}-\frac{x^5}{5}-\frac{x^3}{3}+\frac x2 .$$

To check it, use $s'=x/s$ and $3x^4+2x^2-8=(x^2+2)(3x^2-4)$. The derivative of the first term is

$$\frac{sx(3x^2-4)}{15}+\frac{s(12x^3+4x)}{15}=x^3s,$$

and the polynomial supplies $-x^4-x^2+\tfrac12$.

The behaviour at infinity is hidden by large cancelling powers. Set $q=(s-x)/2$. Since $(s-x)(s+x)=2$, we get $s+x=1/q$ and $x=(1-2q^2)/(2q)$. Then

$$f=2qx^3-x^2+\tfrac12=\tfrac12-\tfrac12(1-2q^2)^2=2q^2(1-q^2).$$

For $x\ge0$ we have $0<q\le1/\sqrt2$, so $f$ is positive for $x>0$. With $dx/dq=-(1+2q^2)/(2q^2)$,

$$\frac{dF}{dq}=-(1-q^2)(1+2q^2)=-1-q^2+2q^4 .$$

Integration gives $F=-q-q^3/3+2q^5/5$ up to a constant. At $x=0$, where $q=1/\sqrt2$, this expression and $F$ both equal $-8\sqrt2/15$, so the constant is zero. As $x\to\infty$, $q=1/(s+x)\to0$, and hence $F\to0$. A nonnegative derivative whose primitive has a finite limit is integrable, and

$$\int_0^\infty f\,dx=0-F(0)=\frac{8\sqrt2}{15}.$$

Now take $\hbar=m=1$, density $n$, scattering length $a$, coupling $g=4\pi a$ and mean-field chemical potential $\mu=gn$, which the code comments call the mean-field energy. The quasiparticle energy is $\varepsilon_k=\sqrt{\tfrac{k^2}{2}(\tfrac{k^2}{2}+2\mu)}$. Under $k=\sqrt{2\mu}\,x$ it becomes $\mu\sqrt{x^4+2x^2}$, while $k^2/2=\mu x^2$ and $\mu^2/k^2=\mu/(2x^2)$. Therefore

$$k^2\left(\varepsilon_k-\frac{k^2}{2}-\mu+\frac{\mu^2}{k^2}\right)=2\mu^2f(x),$$

and, with $dk=\sqrt{2\mu}\,dx$, the physical integral is $2\mu^2\sqrt{2\mu}\cdot 8\sqrt2/15=\tfrac{32}{15}\mu^2\sqrt\mu$.

Half the zero-point sum per volume carries the factor $\tfrac12\cdot4\pi/(2\pi)^3=1/(4\pi^2)$. Inserting $\mu=4\pi an$, so that $\mu^2=16\pi^2a^2n^2$ and $\sqrt\mu=2\sqrt\pi\sqrt{na}$, gives

$$\frac{E}{V}=2\pi an^2+\frac{256\sqrt\pi}{15}a^2n^2\sqrt{na}
=2\pi an^2\left(1+\frac{128}{15\sqrt\pi}\sqrt{na^3}\right).$$

### What the Lean theorems say about the gas

`reducedIntegrand` is $f$, and `Ioi 0` is the open half-line of positive momenta. The theorem `reducedIntegral` has two parts: `IntegrableOn` states absolute convergence, and the equation gives the value $8\sqrt2/15$. `zeroPointIntegral` says the same of the physical integrand for every $\mu>0$, with value $\tfrac{32}{15}\mu^2\sqrt\mu$. The convergence part matters because Lean assigns the value zero to a divergent integral.

`quasiparticleEnergy μ k` is $\varepsilon_k$, and `zeroPointIntegrand` includes both the radial weight $k^2$ and the Born term $\mu^2/k^2$. That term comes from expressing the bare contact coupling through the scattering length to second order. `energyDensity n a` is the mean-field energy per volume, $gn^2/2=2\pi an^2$, plus the weighted integral, with the angular integration already done. Its coupling $4\pi a$ represents the strength of low-energy two-body scattering in these units.

The theorem `leeHuangYang` evaluates this Bogoliubov expression for all real $n>0$ and $a>0$. It is an exact identity for the defined quantity, with no smallness condition on $na^3$. It does not derive the expression from an interacting many-body Hamiltonian, nor does it bound the difference from the true ground-state energy; diluteness enters when the expression is used as an approximation. For a uniform, weakly interacting gas at small $na^3$, the formula is a benchmark for diffusion Monte Carlo energies extrapolated to infinite system size.

The energy could also have been defined with a cutoff $K$: integrate $k^2(\varepsilon_k-k^2/2-\mu)$ from $0$ to $K$, add $\mu^2K$, and let $K\to\infty$. This gives the same value and displays the cancelling linear divergence, but the main statement would then concern a limit instead of an absolutely convergent integral.

```lean
import Mathlib

open MeasureTheory Set Filter Topology

namespace DiluteBoseGas

noncomputable section

/-- The dimensionless zero-point integrand of the dilute Bose gas, with its large-momentum
terms subtracted. -/
def reducedIntegrand (x : ℝ) : ℝ :=
  x ^ 2 * (√(x ^ 4 + 2 * x ^ 2) - x ^ 2 - 1 + 1 / (2 * x ^ 2))

/-- An explicit function used as primitive of the dimensionless integrand. -/
def primitive (x : ℝ) : ℝ :=
  √(x ^ 2 + 2) * ((3 * x ^ 4 + 2 * x ^ 2 - 8) / 15) - (x ^ 5 / 5 + x ^ 3 / 3 - x / 2)

/-- The Bogoliubov quasiparticle energy at momentum `k` and mean-field energy `μ`,
in units with `ħ = m = 1`. -/
def quasiparticleEnergy (μ k : ℝ) : ℝ := √(k ^ 2 / 2 * (k ^ 2 / 2 + 2 * μ))

/-- The radial zero-point integrand: quasiparticle energy minus kinetic and mean-field energy,
plus the second-order Born term, weighted by `k ^ 2`. -/
def zeroPointIntegrand (μ k : ℝ) : ℝ :=
  k ^ 2 * (quasiparticleEnergy μ k - k ^ 2 / 2 - μ + μ ^ 2 / k ^ 2)

/-- The Bogoliubov ground-state energy per volume at density `n` and scattering length `a`,
with coupling `4 π a` in units with `ħ = m = 1`. -/
def energyDensity (n a : ℝ) : ℝ :=
  4 * Real.pi * a * n ^ 2 / 2 +
    1 / (4 * Real.pi ^ 2) * ∫ k in Ioi (0 : ℝ), zeroPointIntegrand (4 * Real.pi * a * n) k

/-- At positive momentum the dimensionless integrand takes a form without division. -/
theorem reducedIntegrand_eq {x : ℝ} (hx : 0 < x) :
    reducedIntegrand x = x ^ 3 * √(x ^ 2 + 2) - x ^ 4 - x ^ 2 + 1 / 2 := by
  have h : x ^ 2 * (1 / (2 * x ^ 2)) = 1 / 2 := by field_simp
  unfold reducedIntegrand
  rw [show x ^ 4 + 2 * x ^ 2 = x ^ 2 * (x ^ 2 + 2) by ring,
    Real.sqrt_mul (sq_nonneg x), Real.sqrt_sq hx.le]
  linear_combination h

/-- The dimensionless integrand is nonnegative at every positive momentum. -/
theorem reducedIntegrand_nonneg {x : ℝ} (hx : 0 < x) : 0 ≤ reducedIntegrand x := by
  rw [reducedIntegrand_eq hx]
  have hs : √(x ^ 2 + 2) ^ 2 = x ^ 2 + 2 := Real.sq_sqrt (by positivity)
  have hT : 0 ≤ x ^ 3 * √(x ^ 2 + 2) := by positivity
  have hT2 : (x ^ 3 * √(x ^ 2 + 2)) ^ 2 = x ^ 8 + 2 * x ^ 6 := by
    rw [mul_pow, hs]; ring
  rcases le_total (x ^ 2) (1 / 4) with h | h
  · have h4 := mul_le_mul_of_nonneg_left h (sq_nonneg x)
    nlinarith
  · -- compare the squares of the two competing terms
    by_contra hneg
    have h1 : 0 < (x ^ 4 + x ^ 2 - 1 / 2) - x ^ 3 * √(x ^ 2 + 2) := by linarith
    have h2 : 0 < (x ^ 4 + x ^ 2 - 1 / 2) + x ^ 3 * √(x ^ 2 + 2) := by linarith
    have h3 := mul_pos h1 h2
    nlinarith

/-- The derivative of the explicit primitive. -/
theorem hasDerivAt_primitive (x : ℝ) :
    HasDerivAt primitive (x ^ 3 * √(x ^ 2 + 2) - x ^ 4 - x ^ 2 + 1 / 2) x := by
  have p2 : HasDerivAt (fun y : ℝ => y ^ 2) (2 * x) x := by simpa using hasDerivAt_pow 2 x
  have p3 : HasDerivAt (fun y : ℝ => y ^ 3) (3 * x ^ 2) x := by simpa using hasDerivAt_pow 3 x
  have p4 : HasDerivAt (fun y : ℝ => y ^ 4) (4 * x ^ 3) x := by simpa using hasDerivAt_pow 4 x
  have p5 : HasDerivAt (fun y : ℝ => y ^ 5) (5 * x ^ 4) x := by simpa using hasDerivAt_pow 5 x
  have hpos : 0 < x ^ 2 + 2 := by positivity
  have hs : √(x ^ 2 + 2) ^ 2 = x ^ 2 + 2 := Real.sq_sqrt hpos.le
  have hs0 : 0 < √(x ^ 2 + 2) := Real.sqrt_pos.mpr hpos
  have hr := (p2.add_const 2).sqrt hpos.ne'
  have hP := (((p4.const_mul 3).fun_add (p2.const_mul 2)).sub_const 8).div_const 15
  have hQ := ((p5.div_const 5).fun_add (p3.div_const 3)).fun_sub
    ((hasDerivAt_id' x).div_const 2)
  have h : HasDerivAt primitive
      (2 * x / (2 * √(x ^ 2 + 2)) * ((3 * x ^ 4 + 2 * x ^ 2 - 8) / 15)
        + √(x ^ 2 + 2) * ((3 * (4 * x ^ 3) + 2 * (2 * x)) / 15)
        - (5 * x ^ 4 / 5 + 3 * x ^ 2 / 3 - 1 / 2)) x := (hr.fun_mul hP).fun_sub hQ
  have e : 2 * x / (2 * √(x ^ 2 + 2)) * ((3 * x ^ 4 + 2 * x ^ 2 - 8) / 15)
      = √(x ^ 2 + 2) * x * (3 * x ^ 2 - 4) / 15 := by
    rw [div_mul_eq_mul_div, div_eq_iff (by positivity)]
    linear_combination (-(2 * x * (3 * x ^ 2 - 4) / 15)) * hs
  exact h.congr_deriv (by linear_combination e)

/-- The explicit primitive vanishes at infinite momentum. -/
theorem tendsto_primitive : Tendsto primitive atTop (𝓝 0) := by
  have hq : Tendsto (fun x : ℝ => (√(x ^ 2 + 2) - x) / 2) atTop (𝓝 0) := by
    refine tendsto_of_tendsto_of_tendsto_of_le_of_le' tendsto_const_nhds
      tendsto_inv_atTop_zero ?_ ?_
    · filter_upwards [eventually_gt_atTop (0 : ℝ)] with x hx
      have h : x ≤ √(x ^ 2 + 2) := (Real.le_sqrt' hx).mpr (by linarith)
      linarith
    · filter_upwards [eventually_gt_atTop (0 : ℝ)] with x hx
      have hi : 0 < x⁻¹ := inv_pos.mpr hx
      have h1 : x * x⁻¹ = 1 := mul_inv_cancel₀ hx.ne'
      have h : √(x ^ 2 + 2) ≤ x + x⁻¹ :=
        Real.sqrt_le_iff.mpr ⟨by positivity, by nlinarith [sq_nonneg x⁻¹]⟩
      linarith
  have hc : Tendsto (fun q : ℝ => -q - q ^ 3 / 3 + 2 * q ^ 5 / 5) (𝓝 0) (𝓝 0) :=
    Continuous.tendsto' (by fun_prop) 0 0 (by norm_num)
  refine (hc.comp hq).congr (fun x => ?_)
  -- all growing powers cancel when the primitive is written in the small variable q
  have s2 : √(x ^ 2 + 2) ^ 2 = x ^ 2 + 2 := Real.sq_sqrt (by positivity)
  simp only [Function.comp_apply, primitive]
  generalize √(x ^ 2 + 2) = s at s2 ⊢
  have s3 : s ^ 3 = (x ^ 2 + 2) * s := by rw [← s2]; ring
  have s4 : s ^ 4 = (x ^ 2 + 2) ^ 2 := by rw [← s2]; ring
  have s5 : s ^ 5 = (x ^ 2 + 2) ^ 2 * s := by rw [← s2]; ring
  linear_combination (1 / 80) * s5 - x / 16 * s4 + (x ^ 2 / 8 - 1 / 24) * s3
    + (x / 8 - x ^ 3 / 8) * s2

/-- The dimensionless zero-point integral converges and equals `8 √2 / 15`. -/
theorem reducedIntegral :
    IntegrableOn reducedIntegrand (Ioi 0) ∧
      ∫ x in Ioi (0 : ℝ), reducedIntegrand x = 8 * √2 / 15 := by
  have hcont : ContinuousWithinAt primitive (Ici 0) 0 :=
    (hasDerivAt_primitive 0).continuousAt.continuousWithinAt
  have hd : ∀ x ∈ Ioi (0 : ℝ), HasDerivAt primitive (reducedIntegrand x) x := fun x hx => by
    rw [reducedIntegrand_eq hx]
    exact hasDerivAt_primitive x
  have hn : ∀ x ∈ Ioi (0 : ℝ), 0 ≤ reducedIntegrand x := fun x hx => reducedIntegrand_nonneg hx
  have h0 : primitive 0 = -(8 * √2 / 15) := by
    unfold primitive
    rw [show (0 : ℝ) ^ 2 + 2 = 2 by norm_num]
    ring
  refine ⟨integrableOn_Ioi_deriv_of_nonneg hcont hd hn tendsto_primitive, ?_⟩
  rw [integral_Ioi_of_hasDerivAt_of_nonneg hcont hd hn tendsto_primitive, h0]
  ring

/-- Measuring momentum in units of `√(2 μ)` turns the physical integrand into `2 μ ^ 2` times
the dimensionless one. -/
theorem zeroPointIntegrand_scaling {μ : ℝ} (hμ : 0 < μ) (x : ℝ) :
    zeroPointIntegrand μ (√(2 * μ) * x) = 2 * μ ^ 2 * reducedIntegrand x := by
  have hk : (√(2 * μ) * x) ^ 2 = 2 * μ * x ^ 2 := by
    rw [mul_pow, Real.sq_sqrt (by positivity)]
  have hb : μ ^ 2 / (2 * μ * x ^ 2) = μ * (1 / (2 * x ^ 2)) := by
    rcases eq_or_ne x 0 with rfl | hx
    · simp
    · field_simp
  unfold zeroPointIntegrand quasiparticleEnergy reducedIntegrand
  rw [hk, hb, show 2 * μ * x ^ 2 / 2 * (2 * μ * x ^ 2 / 2 + 2 * μ)
    = μ ^ 2 * (x ^ 4 + 2 * x ^ 2) by ring, Real.sqrt_mul (sq_nonneg μ), Real.sqrt_sq hμ.le]
  ring

/-- For positive mean-field energy the physical zero-point integral converges and equals
`32 μ ^ 2 √μ / 15`. -/
theorem zeroPointIntegral {μ : ℝ} (hμ : 0 < μ) :
    IntegrableOn (zeroPointIntegrand μ) (Ioi 0) ∧
      ∫ k in Ioi (0 : ℝ), zeroPointIntegrand μ k = 32 / 15 * μ ^ 2 * √μ := by
  have hc : 0 < √(2 * μ) := Real.sqrt_pos.mpr (by positivity)
  constructor
  · have h := integrableOn_Ioi_comp_mul_left_iff (zeroPointIntegrand μ) 0 hc
    simp only [zeroPointIntegrand_scaling hμ, mul_zero] at h
    exact h.mp (Integrable.const_mul reducedIntegral.1 _)
  · have h := integral_comp_mul_left_Ioi (zeroPointIntegrand μ) 0 hc
    simp only [zeroPointIntegrand_scaling hμ, mul_zero, smul_eq_mul] at h
    rw [integral_const_mul, reducedIntegral.2] at h
    have h2 : √2 * √2 = (2 : ℝ) := Real.mul_self_sqrt (by norm_num)
    rw [← mul_inv_cancel_left₀ hc.ne' (∫ k in Ioi (0 : ℝ), zeroPointIntegrand μ k), ← h,
      Real.sqrt_mul (by norm_num : (0 : ℝ) ≤ 2)]
    linear_combination 16 / 15 * μ ^ 2 * √μ * h2

/-- The Lee-Huang-Yang formula: for positive `n` and `a`, the Bogoliubov energy density is the
mean-field value `2 π a n ^ 2` times `1 + 128 / (15 √π) √(n a ^ 3)`. -/
theorem leeHuangYang {n a : ℝ} (hn : 0 < n) (ha : 0 < a) :
    energyDensity n a =
      2 * Real.pi * a * n ^ 2 * (1 + 128 / (15 * √Real.pi) * √(n * a ^ 3)) := by
  have hpi := Real.pi_pos
  have hμ : √(4 * Real.pi * a * n) = 2 * (√Real.pi * √(n * a)) := by
    rw [show 4 * Real.pi * a * n = 2 ^ 2 * (Real.pi * (n * a)) by ring,
      Real.sqrt_mul (by positivity), Real.sqrt_sq (by norm_num), Real.sqrt_mul hpi.le]
  have hgas : √(n * a ^ 3) = a * √(n * a) := by
    rw [show n * a ^ 3 = a ^ 2 * (n * a) by ring, Real.sqrt_mul (sq_nonneg a),
      Real.sqrt_sq ha.le]
  have hp : Real.pi / √Real.pi = √Real.pi := Real.div_sqrt
  have hc : 1 / (4 * Real.pi ^ 2) * (4 * Real.pi * a * n) ^ 2 = 4 * a ^ 2 * n ^ 2 := by
    field_simp
  unfold energyDensity
  rw [(zeroPointIntegral (by positivity)).2, hμ, hgas]
  linear_combination (64 / 15 * √Real.pi * √(n * a)) * hc
    - (256 / 15 * a ^ 2 * n ^ 2 * √(n * a)) * hp

end

end DiluteBoseGas
```

```lean
#print axioms DiluteBoseGas.zeroPointIntegral
-- 'DiluteBoseGas.zeroPointIntegral' depends on axioms: [propext, Classical.choice, Quot.sound]
#print axioms DiluteBoseGas.leeHuangYang
-- 'DiluteBoseGas.leeHuangYang' depends on axioms: [propext, Classical.choice, Quot.sound]
```

### How the proof follows the calculation

`reducedIntegrand_eq` removes the division and pulls $x$ out of the square root. Its hypothesis $x>0$ excludes negative $x$, where $\sqrt{x^2}=-x$: at $x=-1$ the left side is $\sqrt3-\tfrac32$, whereas the right side is $-\sqrt3-\tfrac32$. It also excludes $x=0$, where Lean's convention for division by zero makes the left side $0$, whereas the right side is $\tfrac12$.

`reducedIntegrand_nonneg` obtains the sign without $q$. Put $T=x^3s$ and $B=x^4+x^2-\tfrac12$, so that $f=T-B$. If $x^2\le\tfrac14$, then $B<0\le T$. Otherwise, squaring gives $T^2-B^2=x^2-\tfrac14\ge0$. The Lean proof assumes $B>T$, multiplies the positive numbers $B-T$ and $B+T$, and lets `nlinarith` find the contradiction.

`hasDerivAt_primitive` assembles the derivative from the power, product and square-root rules. The equation `e` inside it is the factorisation $3x^4+2x^2-8=(x^2+2)(3x^2-4)$ at work: it turns the quotient by $s$ into a multiple of $s$. The result holds at every real $x$, which also supplies the continuity of $F$ at zero.

`tendsto_primitive` first squeezes $q$ between $0$ and $1/x$, using $x\le s\le x+1/x$. It then uses the continuity of $-q-q^3/3+2q^5/5$ at $q=0$. The equality of this polynomial with $F$ is checked algebraically: powers of $s$ are reduced by $s^2=x^2+2$, and `linear_combination` verifies the remaining identity. This replaces the integration in $q$ done above.

`reducedIntegral` feeds continuity at zero, the derivative, the sign and the limit into two Mathlib theorems for half-lines. One, `integrableOn_Ioi_deriv_of_nonneg`, returns convergence; the other returns the integral as the limit minus $F(0)$.

`zeroPointIntegrand_scaling` is the pointwise substitution $k=\sqrt{2\mu}\,x$. `zeroPointIntegral` transfers both integrability and value through the change of variables, including the Jacobian $\sqrt{2\mu}$. Finally, `leeHuangYang` rewrites $\sqrt\mu$ as $2\sqrt\pi\sqrt{na}$ and $\sqrt{na^3}$ as $a\sqrt{na}$, and `linear_combination` collects the factors of $\pi$ into the stated coefficient.
